# Even local moments of a tight-binding ring do not depend on the flux at orders below the number of sites

A single particle hops between nearest neighbours on a ring of `N` sites, with no on-site energies and with amplitudes exp(iθ) one way round and exp(−iθ) the other. The theorem `even_moment` states that, when 2k < N, the diagonal element of the 2k-th power of the Hamiltonian at any site is the binomial coefficient "2k over k", whatever the real phase θ. The proof uses `local_moment` to write this element as a sum over pairs of clockwise and anticlockwise hop numbers that add up to 2k. It then keeps only the pair (k, k), since with fewer than `N` hops a particle can return to its site only by hopping equally often in both directions.

This version doesn't compile in Lean 4 with Mathlib:

```lean
import Mathlib

open Matrix

namespace RingFluxMoments

noncomputable section

/-- The operator that moves a particle by `a` sites around a ring of `N` sites. -/
def translation {N : ℕ} (a : ZMod N) : Matrix (ZMod N) (ZMod N) ℂ :=
  Matrix.of fun i j => if i = j + a then 1 else 0

/-- The ring Hamiltonian with hopping amplitude `exp(iθ)` clockwise and `exp(-iθ)`
anticlockwise. -/
def ringHamiltonian (N : ℕ) (θ : ℝ) : Matrix (ZMod N) (ZMod N) ℂ :=
  Complex.exp (θ * Complex.I) • translation 1 +
    Complex.exp (-(θ * Complex.I)) • translation (-1)

/-- Two numbers of hops, both smaller than the length of the ring, that lead to the same site
are equal. -/
theorem hops_eq_of_lt {N a b : ℕ} (ha : a < N) (hb : b < N)
    (h : (a : ZMod N) = (b : ZMod N)) : a = b :=
  ((ZMod.natCast_eq_natCast_iff a b N).1 h).eq_of_lt_of_lt ha hb

variable {N : ℕ} [NeZero N]

/-- Successive translations add up. -/
theorem translation_mul (a b : ZMod N) :
    translation a * translation b = translation (a + b) := by
  ext i j
  simp only [translation, Matrix.mul_apply, Matrix.of_apply]
  rw [Finset.sum_eq_single (j + b)]
  · have h : j + b + a = j + (a + b) := by ring
    rw [h]
    simp
  · intro k _ hk
    simp [hk]
  · intro h
    exact absurd (Finset.mem_univ _) h

/-- Repeating a translation by `a` sites `k` times is a translation by `k a` sites. -/
theorem translation_pow (a : ZMod N) (k : ℕ) :
    translation a ^ k = translation ((k : ZMod N) * a) := by
  induction k with
  | zero =>
    ext i j
    simp [translation, Matrix.one_apply]
  | succ k ih =>
    rw [pow_succ, ih, translation_mul]
    congr 1
    push_cast
    ring

/-- The local moment of order `m` is a sum over the numbers `p.1` of clockwise and `p.2` of
anticlockwise hops, `p.1 + p.2 = m`, that lead back to the starting site. -/
theorem local_moment (θ : ℝ) (m : ℕ) (j : ZMod N) :
    (ringHamiltonian N θ ^ m) j j = ∑ p ∈ Finset.HasAntidiagonal.antidiagonal m,
      if (p.1 : ZMod N) = (p.2 : ZMod N) then
        (m.choose p.1 : ℂ) * Complex.exp (((p.1 : ℂ) - p.2) * (θ * Complex.I)) else 0 := by
  -- the two hopping terms commute, so the binomial theorem applies
  have hc : Commute (Complex.exp (θ * Complex.I) • translation (1 : ZMod N))
      (Complex.exp (-(θ * Complex.I)) • translation (-1 : ZMod N)) := by
    have h : Commute (translation (1 : ZMod N)) (translation (-1 : ZMod N)) := by
      show translation (1 : ZMod N) * translation (-1) = translation (-1) * translation 1
      rw [translation_mul, translation_mul, add_comm]
    exact (h.smul_left _).smul_right _
  rw [ringHamiltonian, hc.add_pow', Matrix.sum_apply]
  refine Finset.sum_congr rfl fun p _ => ?_
  rw [smul_pow, smul_pow, translation_pow, translation_pow, smul_mul_smul_comm,
    translation_mul, ← Complex.exp_nat_mul, ← Complex.exp_nat_mul, ← Complex.exp_add]
  have he : (p.1 : ℂ) * (θ * Complex.I) + (p.2 : ℂ) * (-(θ * Complex.I))
      = ((p.1 : ℂ) - p.2) * (θ * Complex.I) := by ring
  have hd : (j = j + ((p.1 : ZMod N) * 1 + (p.2 : ZMod N) * -1)) ↔
      (p.1 : ZMod N) = (p.2 : ZMod N) :=
    ⟨fun h => by linear_combination -h, fun h => by linear_combination -h⟩
  rw [he]
  simp only [Matrix.smul_apply, translation, Matrix.of_apply, hd, nsmul_eq_mul, smul_eq_mul]
  split_ifs <;> simp

/-- Below order `N`, the even local moment of order `2k` is the binomial coefficient
`2k` over `k`, for every hopping phase. -/
theorem even_moment (θ : ℝ) (j : ZMod N) {k : ℕ} (hk : 2 * k < N) :
    (ringHamiltonian N θ ^ (2 * k)) j j = ((2 * k).choose k : ℂ) := by
  rw [local_moment, Finset.sum_eq_single_of_mem (k, k)
    (Finset.mem_antidiagonal.2 (two_mul k).symm)]
  · simp
  · intro p hp hne
    have hs := Finset.mem_antidiagonal.1 hp
    refine if_neg fun h => hne ?_
    have := hops_eq_of_lt (by omega) (by omega) h
    exact Prod.ext (show p.1 = k by omega) (show p.2 = k by omega)

end

end RingFluxMoments
```

The compiler's answer:

```
Main.lean:85:31: error: Application type mismatch: The argument
  Eq.symm (two_mul k)
has type
  k + k = 2 * k
but is expected to have type
  (k, k).1 ∈ ?m.46 ∧ (k, k).2 ∈ ?m.47 ∧ (k, k).1 + (k, k).2 = ?m.50
in the application
  Finset.mem_antidiagonal.mpr (Eq.symm (two_mul k))
Main.lean:83:68: error: unsolved goals
N : ℕ
inst✝ : NeZero N
θ : ℝ
j : ZMod N
k : ℕ
hk : 2 * k < N
⊢ (∑ p ∈ Finset.HasAntidiagonal.antidiagonal (2 * k),
      if ↑p.1 = ↑p.2 then ↑((2 * k).choose p.1) * Complex.exp ((↑p.1 - ↑p.2) * (↑θ * Complex.I)) else 0) =
    ↑((2 * k).choose k)
```

The mended proof, as a diff:

```diff
@@ -83,8 +83,8 @@
     (ringHamiltonian N θ ^ (2 * k)) j j = ((2 * k).choose k : ℂ) := by
   rw [local_moment, Finset.sum_eq_single_of_mem (k, k)
-    (Finset.mem_antidiagonal.2 (two_mul k).symm)]
+    (Finset.HasAntidiagonal.mem_antidiagonal.2 (two_mul k).symm)]
   · simp
   · intro p hp hne
-    have hs := Finset.mem_antidiagonal.1 hp
+    have hs := Finset.HasAntidiagonal.mem_antidiagonal.1 hp
     refine if_neg fun h => hne ?_
     have := hops_eq_of_lt (by omega) (by omega) h
```

Diagnosis. The first message says that `Finset.mem_antidiagonal` expects a proof of three facts: that each component of the pair lies in some set, and that the components have a given sum. The proof supplies only the sum, `k + k = 2 * k`. The lemma of that name therefore describes a different antidiagonal from the one in the goal, `Finset.HasAntidiagonal.antidiagonal (2 * k)`, where the sum is the only condition.

The second message follows from the first: the rewrite with `local_moment` had gone through, but the next one failed with its argument, and the sum was left as an unsolved goal.

The diff names the matching lemma, `Finset.HasAntidiagonal.mem_antidiagonal`, in both places. In the first, the equation is now all that is needed to show that (k, k) belongs to the sum. The second, which no message mentions, needs the same change: there the lemma turns `hp` into `p.1 + p.2 = 2 * k`, the equation on which the later `omega` calls rely.
